# A one-pole fit to the Green's function of a symmetric spectrum at iy and -iy has its pole at zero energy

The Green's function here is a finite sum of level pairs at ±d_j, G(z) = ∑ w_j · ½[1/(z − d_j) + 1/(z + d_j)], with real d_j and nonnegative weights w_j of sum one. The theorem `onePole_fit_iff` says that, for y > 0 and complex a and b, the form a/(z − b) has nonzero denominator and equals G at both iy and −iy exactly when b = 0 and a = ∑ w_j y²/(y² + d_j²). For the forward direction the proof clears denominators in the two matching equations and adds them, which gives b = 0 because the sum ∑ w_j y²/(y² + d_j²) is positive; the value of a follows. For the converse it substitutes the stated a and b and checks the two denominators and the two equations directly.

This version doesn't compile in Lean 4 with Mathlib:

```lean
import Mathlib

open Complex Filter Topology

namespace OnePoleFitIff

noncomputable section

variable {ι : Type*} [Fintype ι]

/-- Green's function of two levels at `d` and `-d` with weight one half each,
for `z` different from `d` and `-d`. -/
def levelPair (d : ℝ) (z : ℂ) : ℂ := 1 / 2 * (1 / (z - d) + 1 / (z + d))

/-- Green's function of a symmetric spectrum: level pairs at `± d j` with weights `w j`,
for `z` away from all levels. -/
def gappedG (w d : ι → ℝ) (z : ℂ) : ℂ := ∑ j, (w j : ℂ) * levelPair (d j) z

/-- The weight `∑ w j y² / (y² + d j²)`, for `y ≠ 0`. -/
def retainedWeight (w d : ι → ℝ) (y : ℝ) : ℝ := ∑ j, w j * (y ^ 2 / (y ^ 2 + d j ^ 2))

/-- The quotient `N / D` has nonzero denominator and agrees with `G` at both imaginary frequencies
`iy` and `-iy`. -/
def MatchesPair (N D G : ℂ → ℂ) (y : ℝ) : Prop :=
  (D (I * y) ≠ 0 ∧ N (I * y) / D (I * y) = G (I * y)) ∧
  (D (-(I * y)) ≠ 0 ∧ N (-(I * y)) / D (-(I * y)) = G (-(I * y)))

/-- A nonzero imaginary frequency never meets a real level at `d` or `-d`. -/
theorem imaginary_off_levels (d : ℝ) {y : ℝ} (hy : y ≠ 0) :
    I * (y : ℂ) - d ≠ 0 ∧ I * (y : ℂ) + d ≠ 0 := by
  constructor <;> intro h <;> apply hy <;> simpa using congrArg Complex.im h

/-- Away from its levels, the Green's function of a level pair is `z / (z² - d²)`. -/
theorem levelPair_eq {d : ℝ} {z : ℂ} (h1 : z - d ≠ 0) (h2 : z + d ≠ 0) :
    levelPair d z = z / (z ^ 2 - (d : ℂ) ^ 2) := by
  unfold levelPair
  rw [div_add_div _ _ h1 h2, show z ^ 2 - (d : ℂ) ^ 2 = (z - d) * (z + d) by ring]
  ring

/-- The Green's function of a level pair is odd in the frequency. -/
theorem levelPair_neg (d : ℝ) (z : ℂ) : levelPair d (-z) = -levelPair d z := by
  unfold levelPair
  rw [show -z - (d : ℂ) = -(z + d) by ring, show -z + (d : ℂ) = -(z - d) by ring,
    div_neg, div_neg]
  ring

/-- At a nonzero imaginary frequency `iy` the Green's function has the value that a single
level at zero energy with the weight `retainedWeight w d y` would give. -/
theorem gappedG_imaginary (w d : ι → ℝ) {y : ℝ} (hy : y ≠ 0) :
    gappedG w d (I * y) = (retainedWeight w d y : ℂ) / (I * y) := by
  have hz : I * (y : ℂ) ≠ 0 := mul_ne_zero I_ne_zero (ofReal_ne_zero.2 hy)
  unfold gappedG retainedWeight
  rw [eq_div_iff hz, Finset.sum_mul, Complex.ofReal_sum]
  refine Finset.sum_congr rfl fun j _ => ?_
  obtain ⟨h1, h2⟩ := imaginary_off_levels (d j) hy
  have e : (I * (y : ℂ)) ^ 2 - (d j : ℂ) ^ 2 = -((y : ℂ) ^ 2 + (d j : ℂ) ^ 2) := by
    linear_combination (y : ℂ) ^ 2 * I_sq
  rw [levelPair_eq h1 h2, e, div_neg]
  push_cast
  linear_combination (-(w j : ℂ) * (y : ℂ) ^ 2 / ((y : ℂ) ^ 2 + (d j : ℂ) ^ 2)) * I_sq

/-- For nonnegative weights of sum one and `y > 0`, the retained weight is positive;
if moreover all `d j` are positive, it is less than one. -/
theorem retainedWeight_bounds {w : ι → ℝ} (d : ι → ℝ) {y : ℝ} (hw : ∀ j, 0 ≤ w j)
    (hs : ∑ j, w j = 1) (hy : 0 < y) :
    0 < retainedWeight w d y ∧ ((∀ j, 0 < d j) → retainedWeight w d y < 1) := by
  -- some level pair carries weight
  obtain ⟨k, hk⟩ : ∃ k, 0 < w k := by
    by_contra h
    have h0 : ∑ j, w j ≤ 0 :=
      Finset.sum_nonpos fun j _ => le_of_not_gt fun hj => h ⟨j, hj⟩
    linarith
  constructor
  · exact Finset.sum_pos' (fun j _ => mul_nonneg (hw j) (by positivity))
      ⟨k, Finset.mem_univ k, mul_pos hk (by positivity)⟩
  · intro hd
    have hlt : ∀ j, y ^ 2 / (y ^ 2 + d j ^ 2) < 1 := fun j => by
      have := pow_pos (hd j) 2
      rw [div_lt_one (by positivity)]
      linarith
    rw [← hs]
    exact Finset.sum_lt_sum (fun j _ => mul_le_of_le_one_right (hw j) (hlt j).le)
      ⟨k, Finset.mem_univ k, mul_lt_of_lt_one_right hk (hlt k)⟩

/-- For nonnegative weights of sum one and `y > 0`, the one-pole form `a / (z - b)` matches the
Green's function at `iy` and `-iy` exactly when `b = 0` and `a` is the retained weight. -/
theorem onePole_fit_iff {w : ι → ℝ} (d : ι → ℝ) {y : ℝ} (hw : ∀ j, 0 ≤ w j)
    (hs : ∑ j, w j = 1) (hy : 0 < y) (a b : ℂ) :
    MatchesPair (fun _ => a) (fun z => z - b) (gappedG w d) y ↔
      a = (retainedWeight w d y : ℂ) ∧ b = 0 := by
  have hz : I * (y : ℂ) ≠ 0 := mul_ne_zero I_ne_zero (ofReal_ne_zero.2 hy.ne')
  have hZ : (retainedWeight w d y : ℂ) ≠ 0 :=
    ofReal_ne_zero.2 (retainedWeight_bounds d hw hs hy).1.ne'
  have hp := gappedG_imaginary w d hy.ne'
  have hm : gappedG w d (-(I * y)) = (retainedWeight w d y : ℂ) / (-(I * y)) := by
    rw [div_neg, ← hp]
    simp only [gappedG, levelPair_neg, mul_neg, Finset.sum_neg_distrib]
  dsimp only [MatchesPair]
  rw [hp, hm]
  constructor
  · rintro ⟨⟨h1, e1⟩, ⟨h2, e2⟩⟩
    rw [div_eq_div_iff h1 hz] at e1
    rw [div_eq_div_iff h2 (neg_ne_zero.2 hz)] at e2
    -- the sum of the two conditions forces the pole to zero energy
    have hb : (retainedWeight w d y : ℂ) * b = 0 := by linear_combination (e1 + e2) / 2
    have hb0 : b = 0 := (mul_eq_zero.1 hb).resolve_left hZ
    exact ⟨mul_right_cancel₀ hz (by linear_combination e1 - hb), hb0⟩
  · rintro ⟨rfl, rfl⟩
    simp only [sub_zero]
    exact ⟨⟨hz, rfl⟩, ⟨neg_ne_zero.2 hz, rfl⟩⟩

end

end OnePoleFitIff
```

Compiling this gives:

```
Main.lean:110:16: error: Application type mismatch: The argument
  rfl
has type
  ?m.290 = ?m.290
but is expected to have type
  True
in the application
  ⟨hz, rfl⟩
Main.lean:110:41: error: Application type mismatch: The argument
  rfl
has type
  ?m.299 = ?m.299
but is expected to have type
  True
in the application
  ⟨neg_ne_zero.mpr hz, rfl⟩
```

Cause. Both errors are in the converse, and both say that `rfl`, a proof of an equation, was given where Lean expected a proof of `True`.

After the substitution, each denominator has the form `x - 0`. The call `simp only [sub_zero]` removes the zero, which makes the two sides of each matching equation identical, and `simp only` then replaces such an equation by `True`. It does not go on to drop `True` from the conjunctions, since no lemma such as `and_true` was supplied. The goal therefore keeps its nested shape, with `True` in the two places where the next line supplies `rfl`.

The repair drops the `simp only` call and splits the goal first with `refine`. Each equation is now proved by `rw [sub_zero]`, which rewrites the denominator and then closes the goal by reflexivity. The two nonvanishing conditions still contain `- 0`, so each gets its own `rw [sub_zero]` before `hz` or `neg_ne_zero.2 hz` is applied, the same proofs as before.

The mended proof, as a diff:

```diff
@@ -107,6 +107,9 @@
     exact ⟨mul_right_cancel₀ hz (by linear_combination e1 - hb), hb0⟩
   · rintro ⟨rfl, rfl⟩
-    simp only [sub_zero]
-    exact ⟨⟨hz, rfl⟩, ⟨neg_ne_zero.2 hz, rfl⟩⟩
+    refine ⟨⟨?_, by rw [sub_zero]⟩, ⟨?_, by rw [sub_zero]⟩⟩
+    · rw [sub_zero]
+      exact hz
+    · rw [sub_zero]
+      exact neg_ne_zero.2 hz
 
 end
```
